# In a complete real orthonormal finite electronic basis the projected second derivative is $(d/dx+F)^2$

A coupled-channel calculation of vibronic levels can use electronic states that change along a nuclear coordinate $x$. Here their components in a fixed orthonormal frame are the columns of a matrix $U(x)$, the wavefunction is $\Psi=U\chi$ with a vector $\chi(x)$ of nuclear amplitudes, and $\Psi''$ is projected on the states. Two coupling matrices appear, $F=U^TU'$ and $G=U^TU''$. For one coordinate and a real, twice differentiable, square orthogonal $U$,
$$F^T=-F,\qquad G=F'+F^2,\qquad U^T(U\chi)''=\chi''+2F\chi'+G\chi=(d/dx+F)^2\chi ,$$
so $G$ can be assembled from $F$. The counterexamples and the remarks on programs are ordinary reasoning, separate from the machine-checked theorems.

## A fixed finite frame and one coordinate

```lean
import Mathlib

open Matrix

namespace BornHuang

noncomputable section

variable {l m n : Type*}
```

`U : ℝ → Matrix m n ℝ` has rows indexed by a finite set `m` and columns by a finite set `n`. The entry $U_{ki}(t)$, at a general value $t$ of the coordinate, is the component of electronic state $i$ along vector $k$ of an orthonormal frame that does not depend on $t$. That independence is what makes the entrywise derivative of $U$ the derivative of the states. Orbitals that move with the nuclei, several coordinates, complex states and an infinite-dimensional electronic space are not covered.

```lean
/-- The matrix-valued function `A` has derivative `A'` at `x`, entry by entry. -/
def HasMatDerivAt (A : ℝ → Matrix m n ℝ) (A' : Matrix m n ℝ) (x : ℝ) : Prop :=
  ∀ i j, HasDerivAt (fun t => A t i j) (A' i j) x
```

The derivatives enter as separate functions `U'` and `U''`, tied to `U` by hypotheses. The convention is $F_{ij}=\sum_kU_{ki}U'_{kj}$, with the derivative on the second index, and likewise for $G$.

```lean
/-- First-order derivative coupling `F = Uᵀ U'`. -/
def firstCoupling [Fintype m] (U U' : ℝ → Matrix m n ℝ) (x : ℝ) : Matrix n n ℝ :=
  (U x)ᵀ * U' x

/-- Second-order derivative coupling `G = Uᵀ U''`. -/
def secondCoupling [Fintype m] (U U'' : ℝ → Matrix m n ℝ) (x : ℝ) : Matrix n n ℝ :=
  (U x)ᵀ * U'' x
```

For orthonormal columns $1-UU^T$ projects on the part of the frame's space that the states do not span, so $L=U'^T(1-UU^T)U'$ measures how far the derivatives of the states leave that span.

```lean
/-- Leakage matrix `L = U'ᵀ (1 - U Uᵀ) U'`. -/
def leakage [Fintype m] [Fintype n] [DecidableEq m] (U U' : ℝ → Matrix m n ℝ) (x : ℝ) :
    Matrix n n ℝ :=
  (U' x)ᵀ * (1 - U x * (U x)ᵀ) * U' x
```

`covDeriv F χ` is $\chi'+F\chi$, again a function of the coordinate, so it can be applied twice.

```lean
/-- The operator `d/dx + F` acting on a vector of nuclear amplitudes. -/
def covDeriv [Fintype n] (F : ℝ → Matrix n n ℝ) (χ : ℝ → n → ℝ) (x : ℝ) : n → ℝ :=
  deriv χ x + F x *ᵥ χ x
```

## Differentiable states and amplitudes

Hypothesis `h1` says that $U$ has derivative $U'(t)$, in the main theorem at every $t$, and `h2` that the function $U'$ has derivative $U''(x)$ at the single point $x$. The pair `hχ1`, `hχ2` says the same of $\chi$. Physically, signs and labels of the states are chosen so that they vary smoothly with the geometry.

By hand these hypotheses license the product rule: $(AB)_{ij}=\sum_kA_{ik}B_{kj}$ for matrix functions $A$, $B$ is differentiated term by term, giving $A'B+AB'$. Both lemmas do this, with `fun_mul` on each term and `HasDerivAt.fun_sum` on the sum.

```lean
/-- Product rule `(A B)' = A' B + A B'`. -/
theorem HasMatDerivAt.mul [Fintype m] {A : ℝ → Matrix l m ℝ} {B : ℝ → Matrix m n ℝ}
    {A' : Matrix l m ℝ} {B' : Matrix m n ℝ} {x : ℝ}
    (hA : HasMatDerivAt A A' x) (hB : HasMatDerivAt B B' x) :
    HasMatDerivAt (fun t => A t * B t) (A' * B x + A x * B') x := by
  intro i j
  simp only [Matrix.mul_apply, Matrix.add_apply, ← Finset.sum_add_distrib]
  exact HasDerivAt.fun_sum fun k _ => (hA i k).fun_mul (hB k j)

variable [Fintype m] [Fintype n]

omit [Fintype m] in
/-- Product rule `(A χ)' = A' χ + A χ'`. -/
theorem HasMatDerivAt.mulVec {A : ℝ → Matrix m n ℝ} {A' : Matrix m n ℝ}
    {χ : ℝ → n → ℝ} {χ' : n → ℝ} {x : ℝ}
    (hA : HasMatDerivAt A A' x) (hχ : HasDerivAt χ χ' x) :
    HasDerivAt (fun t => A t *ᵥ χ t) (A' *ᵥ χ x + A x *ᵥ χ') x := by
  rw [hasDerivAt_pi] at hχ ⊢
  intro i
  simp only [Matrix.mulVec, dotProduct, Pi.add_apply, ← Finset.sum_add_distrib]
  exact HasDerivAt.fun_sum fun k _ => (hA i k).fun_mul (hχ k)
```

The first derivative is needed around $x$ because $(U\chi)'$ must be known as a function before it is differentiated again; the theorems assume it on the whole line, which is more than that step uses. Without smoothness the left side can lose its meaning: the $1\times1$ matrix equal to $+1$ for $t\ge0$ and $-1$ for $t<0$ is orthogonal everywhere, yet $U\chi$ jumps at $0$ whenever $\chi(0)\ne0$. Lean's `deriv` returns zero at such a point, and these hypotheses make every `deriv` in the statements a true derivative.

## Orthonormality at every geometry

`hU : ∀ t, (U t)ᵀ * U t = 1` says that the states are normalised and mutually orthogonal at every geometry. By hand, differentiating the constant gives
$$0=(U^TU)'=U'^TU+U^TU'=F^T+F .$$
In the proof `h` is the product rule for $U^TU$, and `h0` compares it, entry by entry, with the derivative of a constant through uniqueness of derivatives, `a.unique (hasDerivAt_const x _)`.

```lean
variable [DecidableEq n] {x : ℝ} {χ χ' : ℝ → n → ℝ} {χ'' : n → ℝ}

omit [Fintype n] in
/-- For orthonormal electronic states the first-order coupling is antisymmetric. -/
theorem firstCoupling_antisymm {U U' : ℝ → Matrix m n ℝ} (hU : ∀ t, (U t)ᵀ * U t = 1)
    (h1 : HasMatDerivAt U (U' x) x) :
    (firstCoupling U U' x)ᵀ = -firstCoupling U U' x := by
  have h := HasMatDerivAt.mul (A := fun t => (U t)ᵀ) (A' := (U' x)ᵀ) (fun i j => h1 j i) h1
  -- the derivative of the constant `Uᵀ U = 1` vanishes
  have h0 : (U' x)ᵀ * U x + (U x)ᵀ * U' x = 0 := by
    ext i j
    have a := h i j
    simp only [hU] at a
    rw [Matrix.zero_apply]
    exact a.unique (hasDerivAt_const x _)
  unfold firstCoupling
  rw [transpose_mul, transpose_transpose]
  exact eq_neg_of_add_eq_zero_left h0
```

Orthonormality at $x$ alone would not do. For the $1\times1$ matrix $U(t)=e^t$ one has $U^TU=1$ at $x=0$, but $F(0)=1$. In general $F+F^T$ is the derivative of the overlap matrix $U^TU$.

Antisymmetry feeds the derivative of $F$. The product rule gives $F'=U'^TU'+G$, and $F^2=-F^TF=-U'^TUU^TU'$. Since $L=U'^TU'-U'^TUU^TU'=U'^TU'+F^2$,
$$F'=G-F^2+L .$$
In Lean `e` is the formula for $F^2$, and `key` expands $L$ and cancels terms with `abel`. The matrix may be rectangular.

```lean
/-- For orthonormal states, complete or not, `F' = G - F² + L`. -/
theorem firstCoupling_deriv [DecidableEq m] {U U' U'' : ℝ → Matrix m n ℝ}
    (hU : ∀ t, (U t)ᵀ * U t = 1) (h1 : HasMatDerivAt U (U' x) x)
    (h2 : HasMatDerivAt U' (U'' x) x) :
    HasMatDerivAt (firstCoupling U U') (secondCoupling U U'' x
      - firstCoupling U U' x * firstCoupling U U' x + leakage U U' x) x := by
  have h := HasMatDerivAt.mul (A := fun t => (U t)ᵀ) (A' := (U' x)ᵀ) (fun i j => h1 j i) h2
  -- antisymmetry gives `F² = -Fᵀ F = -U'ᵀ U Uᵀ U'`
  have e : firstCoupling U U' x * firstCoupling U U' x
      = -((U' x)ᵀ * U x * ((U x)ᵀ * U' x)) :=
    calc firstCoupling U U' x * firstCoupling U U' x
        = -((firstCoupling U U' x)ᵀ * firstCoupling U U' x) := by
          rw [firstCoupling_antisymm hU h1, Matrix.neg_mul, neg_neg]
      _ = _ := by simp only [firstCoupling, transpose_mul, transpose_transpose]
  have key : secondCoupling U U'' x - firstCoupling U U' x * firstCoupling U U' x
      + leakage U U' x = (U' x)ᵀ * U' x + (U x)ᵀ * U'' x := by
    rw [e]
    simp only [secondCoupling, leakage, Matrix.mul_sub, Matrix.sub_mul, Matrix.mul_one,
      Matrix.mul_assoc]
    abel
  rw [key]
  exact h
```

The diagonal shows where real entries matter. Antisymmetry gives $F_{ii}=-F_{ii}$, so $F_{ii}(t)=0$ at every $t$ (`hz`, which uses `h1` everywhere). Its derivative then vanishes, $0=(U'^TU')_{ii}+G_{ii}$, that is
$$G_{ii}=-\sum_k\big(U'_{ki}\big)^2 .$$
For complex states $F=U^\dagger U'$ would be anti-Hermitian, and its diagonal could be a nonzero imaginary number.

```lean
omit [Fintype n] in
/-- The diagonal element `G_ii` is minus the squared length of the derivative of state `i`. -/
theorem secondCoupling_diag {U U' U'' : ℝ → Matrix m n ℝ} (hU : ∀ t, (U t)ᵀ * U t = 1)
    (h1 : ∀ t, HasMatDerivAt U (U' t) t) (h2 : HasMatDerivAt U' (U'' x) x) (i : n) :
    secondCoupling U U'' x i i = -∑ k, U' x k i ^ 2 := by
  have h := HasMatDerivAt.mul (A := fun t => (U t)ᵀ) (A' := (U' x)ᵀ) (fun i j => h1 x j i) h2
  have hz : ∀ t, firstCoupling U U' t i i = 0 := fun t => by
    have b := congrFun (congrFun (firstCoupling_antisymm hU (h1 t)) i) i
    rw [transpose_apply, Matrix.neg_apply] at b
    linarith
  have a : HasDerivAt (fun t => firstCoupling U U' t i i)
      (((U' x)ᵀ * U' x + secondCoupling U U'' x) i i) x := h i i
  simp only [hz] at a
  have b := a.unique (hasDerivAt_const x 0)
  rw [Matrix.add_apply, Matrix.mul_apply] at b
  simp only [transpose_apply] at b
  simp only [sq]
  linarith
```

## Orthonormality at the point of projection

The expansion of the projected second derivative needs less. Two product rules give
$$(U\chi)'=U'\chi+U\chi',\qquad (U\chi)''=U''\chi+2U'\chi'+U\chi'' ,$$
and multiplying by $U^T$ yields $G\chi+2F\chi'+U^TU\chi''$. Only $U(x)^TU(x)=1$ is used, to reduce the last term to $\chi''$, and here `hU` is stated at `x` alone. Without it $\chi''$ stays multiplied by the overlap matrix. The steps `d1` and `d2` are the two displayed derivatives.

```lean
/-- Projection of the second derivative on orthonormal states:
`Uᵀ (U χ)'' = χ'' + 2 F χ' + G χ`. -/
theorem projected_second_deriv {U U' U'' : ℝ → Matrix m n ℝ} (hU : (U x)ᵀ * U x = 1)
    (h1 : ∀ t, HasMatDerivAt U (U' t) t) (h2 : HasMatDerivAt U' (U'' x) x)
    (hχ1 : ∀ t, HasDerivAt χ (χ' t) t) (hχ2 : HasDerivAt χ' χ'' x) :
    (U x)ᵀ *ᵥ deriv (deriv fun t => U t *ᵥ χ t) x
      = χ'' + (2 : ℝ) • (firstCoupling U U' x *ᵥ χ' x) + secondCoupling U U'' x *ᵥ χ x := by
  have d1 : deriv (fun t => U t *ᵥ χ t) = fun t => U' t *ᵥ χ t + U t *ᵥ χ' t :=
    funext fun t => ((h1 t).mulVec (hχ1 t)).deriv
  have d2 := ((h2.mulVec (hχ1 x)).fun_add ((h1 x).mulVec hχ2)).deriv
  rw [d1, d2]
  simp only [mulVec_add, mulVec_mulVec, hU, one_mulVec, firstCoupling, secondCoupling, two_smul]
  abel
```

Comparing with the squared operator brings back orthonormality everywhere, through $F'+F^2=G+L$:
$$(d/dx+F)^2\chi=(\chi'+F\chi)'+F(\chi'+F\chi)=\chi''+2F\chi'+(F'+F^2)\chi=U^T(U\chi)''+L\chi .$$
Here `c1` identifies the inner application as $\chi'+F\chi$, and `c2` differentiates it with the result for $F'$.

```lean
/-- For orthonormal states, complete or not, `Uᵀ (U χ)'' = (d/dx + F)² χ - L χ`. -/
theorem projected_eq_covDeriv_sq_sub [DecidableEq m] {U U' U'' : ℝ → Matrix m n ℝ}
    (hU : ∀ t, (U t)ᵀ * U t = 1) (h1 : ∀ t, HasMatDerivAt U (U' t) t)
    (h2 : HasMatDerivAt U' (U'' x) x)
    (hχ1 : ∀ t, HasDerivAt χ (χ' t) t) (hχ2 : HasDerivAt χ' χ'' x) :
    (U x)ᵀ *ᵥ deriv (deriv fun t => U t *ᵥ χ t) x
      = covDeriv (firstCoupling U U') (covDeriv (firstCoupling U U') χ) x
        - leakage U U' x *ᵥ χ x := by
  have c1 : covDeriv (firstCoupling U U') χ = fun t => χ' t + firstCoupling U U' t *ᵥ χ t :=
    funext fun t => by rw [covDeriv, (hχ1 t).deriv]
  have c2 := (hχ2.fun_add ((firstCoupling_deriv hU (h1 x) h2).mulVec (hχ1 x))).deriv
  rw [projected_second_deriv (hU x) h1 h2 hχ1 hχ2, c1, covDeriv, c2]
  simp only [mulVec_add, add_mulVec, sub_mulVec, mulVec_mulVec, two_smul]
  abel
```

## Completeness: as many states as dimensions

Completeness is carried by the type `Matrix n n ℝ`: all states of the finite electronic space are kept. For a square matrix $U^TU=1$ implies $UU^T=1$, hence $L=0$. In the proof this is `hL`, through `mul_eq_one_comm.mp (hU x)`, and it is the only use of squareness. The theorem states four things at $x$: $F$ is antisymmetric; $F$ is differentiable with derivative $G-F^2$; $U^T(U\chi)''=\chi''+2F\chi'+G\chi$; and $U^T(U\chi)''=(d/dx+F)^2\chi$. For a single state in a one-dimensional space $U=\pm1$ is constant and $F=G=0$.

```lean
/-- Complete orthonormal basis: `F` is antisymmetric, `F' = G - F²`, and
`Uᵀ (U χ)'' = χ'' + 2 F χ' + G χ = (d/dx + F)² χ`. -/
theorem complete_basis_kinetic {U U' U'' : ℝ → Matrix n n ℝ}
    (hU : ∀ t, (U t)ᵀ * U t = 1) (h1 : ∀ t, HasMatDerivAt U (U' t) t)
    (h2 : HasMatDerivAt U' (U'' x) x)
    (hχ1 : ∀ t, HasDerivAt χ (χ' t) t) (hχ2 : HasDerivAt χ' χ'' x) :
    (firstCoupling U U' x)ᵀ = -firstCoupling U U' x ∧
    HasMatDerivAt (firstCoupling U U')
      (secondCoupling U U'' x - firstCoupling U U' x * firstCoupling U U' x) x ∧
    (U x)ᵀ *ᵥ deriv (deriv fun t => U t *ᵥ χ t) x
      = χ'' + (2 : ℝ) • (firstCoupling U U' x *ᵥ χ' x) + secondCoupling U U'' x *ᵥ χ x ∧
    (U x)ᵀ *ᵥ deriv (deriv fun t => U t *ᵥ χ t) x
      = covDeriv (firstCoupling U U') (covDeriv (firstCoupling U U') χ) x := by
  -- completeness `U Uᵀ = 1` removes the leakage
  have hL : leakage U U' x = 0 := by
    rw [leakage, mul_eq_one_comm.mp (hU x), sub_self, Matrix.mul_zero, Matrix.zero_mul]
  have a := firstCoupling_deriv hU (h1 x) h2
  have b := projected_eq_covDeriv_sq_sub hU h1 h2 hχ1 hχ2
  rw [hL, add_zero] at a
  rw [hL, zero_mulVec, sub_zero] at b
  exact ⟨firstCoupling_antisymm hU (h1 x), a, projected_second_deriv (hU x) h1 h2 hχ1 hχ2, b⟩
```

Without completeness the first and third statements survive, and the second and fourth acquire $L$. The single column $U=(\cos t,\sin t)^T$ has $F=0$, $G=-1$ and $L=1$, so $U^T(U\chi)''=\chi''-\chi$ while $(d/dx+F)^2\chi=\chi''$.

## Columns that diagonalise the electronic Hamiltonian

`H` is the electronic Hamiltonian matrix at the geometry $x$, with the nuclear repulsion included, and `E` the vector of electronic energies there. The hypothesis `hH`, $HU=U\,\mathrm{diag}(E)$, says that column $i$ is an eigenvector with energy $E_i$, so the basis is adiabatic at $x$; it is assumed and not derived. The constant $\kappa$ stands for $\hbar^2/2M$ with $M$ the nuclear mass for this coordinate, and $\varepsilon$ for the total energy; both are arbitrary reals.

By hand, the residual of the full equation is projected:
$$U^T\big(-\kappa\Psi''+H\Psi-\varepsilon\Psi\big)=-\kappa(d/dx+F)^2\chi+\mathrm{diag}(E)\chi-\varepsilon\chi ,$$
where `hH` gives $U^THU=U^TU\,\mathrm{diag}(E)=\mathrm{diag}(E)$. This identity is `k`. A vanishing residual has a vanishing projection. The converse needs completeness again: $U^Tv=0$ implies $v=UU^Tv=0$ for any vector $v$, which is `inj`.

```lean
/-- Born-Huang equations: if the columns of `U` are eigenvectors of `H` with energies `E` at `x`,
then `-κ Ψ'' + H Ψ = ε Ψ` for `Ψ = U χ` holds at `x` iff `-κ (d/dx + F)² χ + E χ = ε χ` does. -/
theorem born_huang_equations {U U' U'' : ℝ → Matrix n n ℝ} {H : Matrix n n ℝ} {E : n → ℝ}
    (κ ε : ℝ) (hU : ∀ t, (U t)ᵀ * U t = 1) (h1 : ∀ t, HasMatDerivAt U (U' t) t)
    (h2 : HasMatDerivAt U' (U'' x) x)
    (hχ1 : ∀ t, HasDerivAt χ (χ' t) t) (hχ2 : HasDerivAt χ' χ'' x)
    (hH : H * U x = U x * diagonal E) :
    (-κ) • deriv (deriv fun t => U t *ᵥ χ t) x + H *ᵥ (U x *ᵥ χ x) = ε • (U x *ᵥ χ x) ↔
    (-κ) • covDeriv (firstCoupling U U') (covDeriv (firstCoupling U U') χ) x
      + diagonal E *ᵥ χ x = ε • χ x := by
  have hm := (complete_basis_kinetic hU h1 h2 hχ1 hχ2).2.2.2
  -- project the residual of the full equation on the electronic basis
  have k : (U x)ᵀ *ᵥ ((-κ) • deriv (deriv fun t => U t *ᵥ χ t) x + H *ᵥ (U x *ᵥ χ x)
      - ε • (U x *ᵥ χ x))
      = (-κ) • covDeriv (firstCoupling U U') (covDeriv (firstCoupling U U') χ) x
        + diagonal E *ᵥ χ x - ε • χ x := by
    simp only [mulVec_sub, mulVec_add, mulVec_smul, mulVec_mulVec, hm, hH, ← Matrix.mul_assoc,
      hU, Matrix.one_mul, one_mulVec]
  have inj : ∀ v, (U x)ᵀ *ᵥ v = 0 → v = 0 := fun v hv => by
    rw [← one_mulVec v, ← mul_eq_one_comm.mp (hU x), ← mulVec_mulVec, hv, mulVec_zero]
  constructor
  · intro h
    rw [← sub_eq_zero, ← k, h, sub_self, mulVec_zero]
  · intro h
    rw [h, sub_self] at k
    exact sub_eq_zero.mp (inj _ k)
```

Without `hH` the full matrix $U^THU$ replaces $\mathrm{diag}(E)$, and the states are coupled by the potential as well. What is proved is that the Schrödinger equation and the Born-Huang coupled equations are equivalent at one point $x$, for one coordinate and a finite complete real basis. Boundary conditions, the spectrum of $\varepsilon$ and the error made by neglecting $F$ and $G$ do not enter.

## Two states mixed by a rotation

A rotation by the angle $t$ is the two-state model whose mixing angle equals the coordinate. Its columns, indexed $0$ and $1$, are the unit vectors $(\cos t,\sin t)^T$ and $(-\sin t,\cos t)^T$.

```lean
/-- Two-state basis with mixing angle `t`. -/
def rot (t : ℝ) : Matrix (Fin 2) (Fin 2) ℝ :=
  !![Real.cos t, -Real.sin t; Real.sin t, Real.cos t]

/-- The matrix `[[-sin t, -cos t], [cos t, -sin t]]`. -/
def rot' (t : ℝ) : Matrix (Fin 2) (Fin 2) ℝ :=
  !![-Real.sin t, -Real.cos t; Real.cos t, -Real.sin t]

/-- The matrix `[[-cos t, sin t], [-sin t, -cos t]]`. -/
def rot'' (t : ℝ) : Matrix (Fin 2) (Fin 2) ℝ :=
  !![-Real.cos t, Real.sin t; -Real.sin t, -Real.cos t]
```

`rot_witness` shows that this matrix satisfies `hU`, `h1` and `h2` at every $t$, with $F_{01}=-1$, $F_{10}=1$, zero diagonal, and $G$ equal to minus the unit matrix. Since $F$ is constant and $F^2=-1$, this agrees with $G=F'+F^2$. Each entry reduces to $\sin^2t+\cos^2t=1$, to the cancellation $\sin t\cos t-\cos t\sin t=0$, or to the derivatives of sine and cosine.

```lean
/-- The rotating two-state basis is orthogonal with derivatives `rot'` and `rot''`, and has
`F = [[0, -1], [1, 0]]` and `G = -1`. -/
theorem rot_witness (t : ℝ) :
    (rot t)ᵀ * rot t = 1 ∧ HasMatDerivAt rot (rot' t) t ∧ HasMatDerivAt rot' (rot'' t) t ∧
    firstCoupling rot rot' t = !![0, -1; 1, 0] ∧ secondCoupling rot rot'' t = -1 := by
  have s := Real.hasDerivAt_sin t
  have c := Real.hasDerivAt_cos t
  have p := Real.sin_sq_add_cos_sq t
  refine ⟨?_, ?_, ?_, ?_, ?_⟩
  · ext i j
    fin_cases i <;> fin_cases j <;> simp [rot, Matrix.mul_apply, Fin.sum_univ_succ] <;>
      nlinarith [p]
  · intro i j
    fin_cases i <;> fin_cases j
    exacts [c, s.fun_neg, s, c]
  · intro i j
    fin_cases i <;> fin_cases j
    exacts [s.fun_neg, c.fun_neg.congr_deriv (neg_neg (Real.sin t)), c, s.fun_neg]
  · ext i j
    fin_cases i <;> fin_cases j <;>
      simp [firstCoupling, rot, rot', Matrix.mul_apply, Fin.sum_univ_succ] <;> nlinarith [p]
  · ext i j
    fin_cases i <;> fin_cases j <;>
      simp [secondCoupling, rot, rot'', Matrix.mul_apply, Fin.sum_univ_succ] <;> nlinarith [p]

end

end BornHuang
```

```lean
#print axioms BornHuang.secondCoupling_diag
#print axioms BornHuang.projected_second_deriv
#print axioms BornHuang.born_huang_equations
```

```
'BornHuang.secondCoupling_diag' depends on axioms: [propext, Classical.choice, Quot.sound]
'BornHuang.projected_second_deriv' depends on axioms: [propext, Classical.choice, Quot.sound]
'BornHuang.born_huang_equations' depends on axioms: [propext, Classical.choice, Quot.sound]
```

## Couplings from eigenvectors on a grid

A program with a fixed orthonormal frame diagonalises the Hamiltonian matrix on a grid of spacing $\delta$. Where the energies are nondegenerate the eigensolver fixes each column only up to sign, so a column is flipped when its overlap with the same column at the previous point is negative; this is the numerical counterpart of `h1`. At a degeneracy or a crossing of levels the sign rule is not enough, because the columns can also be rotated among themselves or change labels. Once the columns vary smoothly from point to point,
$$F(x)\approx\frac{U(x)^T\big[U(x+\delta)-U(x-\delta)\big]}{2\delta},$$
and a nonzero symmetric part of this estimate shows that it differs from the exact, antisymmetric $F$. A vanishing symmetric part does not show the opposite: for the rotation above the formula gives $\sin\delta/\delta$ times the exact $F$, which is antisymmetric and still in error. If all columns are kept, $G$ follows from $F'+F^2$. If only some are kept, $G=F'+F^2-L$, and $L$ is not determined by the $F$ of the kept states (a constant column and the column $(\cos t,\sin t)^T$ both have $F=0$, with $L=0$ and $L=1$). It can be computed from the derivatives of the full vectors, or from the couplings to the omitted states. With a single real state $i$ the projected kinetic term is $-\kappa\chi''+\kappa\sum_k(U'_{ki})^2\chi$, and the second part is the diagonal Born-Oppenheimer correction of this one-coordinate finite model, nonnegative for $\kappa>0$.
